# The second-order energy of N electrons from triples and pairs, when disjoint pairs do not contribute

Expanding an atom's energy in inverse powers of the nuclear charge Z treats the electron repulsion as a perturbation, and its second-order term couples electron pairs to one another. To build that term from subsystems of two and three electrons, one must choose what a subsystem inherits from the full atom. Here it inherits everything: two pairs p and q contribute the same real number B(p,q) in every subsystem that contains both.

In Lean, electrons are labels in a type `ι`, a subsystem is a finite set `A` of labels, and a pair is a two-element subset. The function `energy B A`, written e(A) below, is only the second-order term, not the total energy. It sums over ordered couples, so (p,q) and (q,p) both count, and (p,p) counts once. B need not be symmetric.

```lean
import Mathlib

open Finset

namespace ZExpansionSecondOrder

noncomputable section

variable {ι κ : Type*} [DecidableEq ι]

/-- The second-order energy of the electrons in `A`: the sum of `B p q` over all ordered
couples of electron pairs inside `A`. -/
def energy (B : Finset ι → Finset ι → ℝ) (A : Finset ι) : ℝ :=
  ∑ p ∈ A.powersetCard 2, ∑ q ∈ A.powersetCard 2, B p q
```

This choice leaves one step to the real atom open. The labels stand for occupied spin orbitals, and the Pauli principle blocks excitations into orbitals that are occupied in the full atom but empty in a subsystem. That the second-order energy can still be written with one B for all subsystems has to be shown separately.

## Disjoint pairs contribute nothing

The main hypothesis says that B(p,q) = 0 when p and q have no electron in common. Physically, this means that the interactions within two separate pairs do not combine into a second-order energy. The name `Linked` means only this, and not the linked diagrams of many-body theory.

```lean
/-- The contribution `B` is linked if it vanishes for two electron pairs without a common
electron. -/
def Linked (B : Finset ι → Finset ι → ℝ) : Prop :=
  ∀ p q, p.card = 2 → q.card = 2 → Disjoint p q → B p q = 0
```

Let A have N electrons, and let nₘ(S) be the number of m-electron subsystems of A that contain the set S. In the sum of e(T) over all triples T, each B(p,q) appears once for every triple containing both pairs:

Σ over triples e(T) = Σ over p,q of n₃(p ∪ q) B(p,q)

The sum over pairs has n₂ in place of n₃. The combination "triples minus (N−3) times pairs" therefore gives B(p,q) the weight

w = n₃(p ∪ q) − (N−3) n₂(p ∪ q)

There are three cases.

- If p = q, the union has two electrons. The third member of a triple can be chosen in N−2 ways, so w = (N−2) − (N−3) = 1.
- If p and q share one electron, the union has three. One triple and no pair contains it, so w = 1.
- If p and q are disjoint, the union has four. No triple or pair contains it, so w = 0.

The combination thus reproduces e(A) except for the disjoint couples, and only there is the hypothesis used:

e(A) = Σ over triples e(T) − (N−3) Σ over pairs e(P)

In the code, `hosts A S m` is nₘ(S). The next three lemmas give its values when S is too large, when S has exactly m electrons, and when one electron is missing. The last of these identifies each subsystem with S plus one electron from A outside S.

```lean
/-- The number of `m`-electron subsystems of `A` that contain all electrons of `S`. -/
def hosts (A S : Finset ι) (m : ℕ) : ℕ :=
  ((A.powersetCard m).filter (fun T => S ⊆ T)).card

/-- No subsystem with fewer electrons than `S` contains `S`. -/
theorem hosts_of_lt (A : Finset ι) {S : Finset ι} {m : ℕ} (h : m < S.card) :
    hosts A S m = 0 := by
  rw [hosts, card_eq_zero, filter_eq_empty_iff]
  intro T hT hs
  have h1 := card_le_card hs
  have h2 := (mem_powersetCard.1 hT).2
  omega

/-- If `S` lies in `A`, exactly one subsystem of `A` with as many electrons as `S`
contains `S`. -/
theorem hosts_self {A S : Finset ι} {m : ℕ} (hS : S ⊆ A) (hm : S.card = m) :
    hosts A S m = 1 := by
  rw [hosts, card_eq_one]
  refine ⟨S, ?_⟩
  ext T
  simp only [mem_filter, mem_powersetCard, mem_singleton]
  constructor
  · rintro ⟨⟨_, h⟩, hs⟩
    exact (eq_of_subset_of_card_le hs (by omega)).symm
  · intro h
    rw [h]
    exact ⟨⟨hS, hm⟩, Subset.refl _⟩

/-- If `S` lies in `A`, the subsystems of `A` with one electron more than `S` that contain `S`
are as many as the electrons of `A` outside `S`. -/
theorem hosts_succ {A S : Finset ι} {m : ℕ} (hS : S ⊆ A) (hm : S.card + 1 = m) :
    hosts A S m + S.card = A.card := by
  -- each such subsystem is `S` with one further electron
  have key : (A.powersetCard m).filter (fun T => S ⊆ T)
      = (A \ S).image (fun a => insert a S) := by
    ext T
    simp only [mem_filter, mem_powersetCard, mem_image, mem_sdiff]
    constructor
    · rintro ⟨⟨hT, hc⟩, hs⟩
      have h1 : (T \ S).card = 1 := by
        have := card_sdiff_add_card_eq_card hs
        omega
      obtain ⟨a, ha⟩ := card_eq_one.1 h1
      have ha' : a ∈ T \ S := by
        rw [ha]
        exact mem_singleton_self a
      rw [mem_sdiff] at ha'
      refine ⟨a, ⟨hT ha'.1, ha'.2⟩, ?_⟩
      apply eq_of_subset_of_card_le (insert_subset ha'.1 hs)
      rw [card_insert_of_notMem ha'.2]
      omega
    · rintro ⟨a, ⟨haA, haS⟩, rfl⟩
      exact ⟨⟨insert_subset haA hS, by rw [card_insert_of_notMem haS, hm]⟩,
        subset_insert a S⟩
  rw [hosts, key, card_image_of_injOn, card_sdiff_add_card_eq_card hS]
  intro a ha b _ h
  have ha' := (mem_sdiff.1 (mem_coe.1 ha)).2
  have h' : insert a S = insert b S := h
  have hab : a ∈ insert b S := by
    rw [← h']
    exact mem_insert_self a S
  exact (mem_insert.1 hab).resolve_right ha'
```

The exchange of sums comes next. The proof writes the pairs inside T as those pairs of A that lie in T, turns the two conditions into p ∪ q ⊆ T, and moves the sum over T inside with `sum_comm`, where it becomes a count.

```lean
/-- In the sum of the second-order energies of all `m`-electron subsystems of `A`, each `B p q` is
counted once for every subsystem that contains both pairs. -/
theorem sum_energy (B : Finset ι → Finset ι → ℝ) (A : Finset ι) (m : ℕ) :
    ∑ T ∈ A.powersetCard m, energy B T =
      ∑ p ∈ A.powersetCard 2, ∑ q ∈ A.powersetCard 2, (hosts A (p ∪ q) m : ℝ) * B p q := by
  have key : ∀ T ∈ A.powersetCard m, energy B T =
      ∑ p ∈ A.powersetCard 2, ∑ q ∈ A.powersetCard 2, if p ∪ q ⊆ T then B p q else 0 := by
    intro T hT
    have hTA := (mem_powersetCard.1 hT).1
    have hf : T.powersetCard 2 = (A.powersetCard 2).filter (fun p => p ⊆ T) := by
      ext p
      simp only [mem_filter, mem_powersetCard]
      exact ⟨fun h => ⟨⟨h.1.trans hTA, h.2⟩, h.1⟩, fun h => ⟨h.2, h.1.2⟩⟩
    rw [energy, hf, sum_filter]
    refine sum_congr rfl fun p _ => ?_
    rw [sum_filter]
    by_cases hp : p ⊆ T <;> simp [hp, union_subset_iff]
  rw [sum_congr rfl key, sum_comm]
  refine sum_congr rfl fun p _ => ?_
  rw [sum_comm]
  refine sum_congr rfl fun q _ => ?_
  rw [hosts, ← sum_filter, sum_const, nsmul_eq_mul]
```

The following theorem holds for every B and keeps the disjoint couples as a remainder. Its nested `by_cases` are the three cases above. For equal pairs, `linear_combination` uses n₃ + 2 = N.

```lean
/-- For any `B`, the energy of `A` is the sum of all triple energies minus `N - 3` times the sum of
all pair energies, where `N` is the number of electrons in `A`, plus the sum of `B` over couples of
disjoint pairs. -/
theorem energy_eq_add_disjoint (B : Finset ι → Finset ι → ℝ) (A : Finset ι) :
    energy B A = ∑ T ∈ A.powersetCard 3, energy B T
      - ((A.card : ℝ) - 3) * ∑ P ∈ A.powersetCard 2, energy B P
      + ∑ p ∈ A.powersetCard 2, ∑ q ∈ A.powersetCard 2,
          if Disjoint p q then B p q else 0 := by
  rw [sum_energy B A 3, sum_energy B A 2, energy, mul_sum, ← sum_sub_distrib,
    ← sum_add_distrib]
  refine sum_congr rfl fun p hp => ?_
  rw [mul_sum, ← sum_sub_distrib, ← sum_add_distrib]
  refine sum_congr rfl fun q hq => ?_
  obtain ⟨hpA, hpc⟩ := mem_powersetCard.1 hp
  obtain ⟨hqA, hqc⟩ := mem_powersetCard.1 hq
  by_cases hd : Disjoint p q
  · -- four different electrons: no triple and no pair contains them
    have hc : (p ∪ q).card = 4 := by rw [card_union_of_disjoint hd, hpc, hqc]
    rw [hosts_of_lt A (by omega), hosts_of_lt A (by omega), if_pos hd, Nat.cast_zero]
    ring
  · by_cases h : p = q
    · -- the same pair twice: `N - 2` triples and one pair
      have hu : p ∪ q = p := by rw [← h, union_self]
      have h3 := hosts_succ (m := 3) hpA (by omega)
      rw [hpc] at h3
      have h3' : (hosts A p 3 : ℝ) + 2 = A.card := by exact_mod_cast h3
      rw [hu, hosts_self hpA hpc, if_neg hd, Nat.cast_one]
      linear_combination (-(B p q)) * h3'
    · -- one common electron: exactly one triple
      have hi := card_pos.2 (not_disjoint_iff_nonempty_inter.1 hd)
      have hs := card_union_add_card_inter p q
      have hl : 2 < (p ∪ q).card := by
        by_contra hn
        have h1 : p = p ∪ q := eq_of_subset_of_card_le subset_union_left (by omega)
        have h2 : q = p ∪ q := eq_of_subset_of_card_le subset_union_right (by omega)
        exact h (h1.trans h2.symm)
      rw [hosts_self (union_subset hpA hqA) (by omega), hosts_of_lt A hl, if_neg hd,
        Nat.cast_one, Nat.cast_zero]
      ring
```

`Linked B` enters only now, to set the remainder to zero.

```lean
/-- If disjoint pairs do not contribute, the second-order energy of `N` electrons is the sum of
all triple energies minus `N - 3` times the sum of all pair energies. -/
theorem energy_eq_triples_sub_pairs (B : Finset ι → Finset ι → ℝ) (hB : Linked B)
    (A : Finset ι) :
    energy B A = ∑ T ∈ A.powersetCard 3, energy B T
      - ((A.card : ℝ) - 3) * ∑ P ∈ A.powersetCard 2, energy B P := by
  have h0 : ∑ p ∈ A.powersetCard 2, ∑ q ∈ A.powersetCard 2,
      (if Disjoint p q then B p q else 0) = 0 := by
    refine sum_eq_zero fun p hp => sum_eq_zero fun q hq => ?_
    split_ifs with hd
    · exact hB p q (mem_powersetCard.1 hp).2 (mem_powersetCard.1 hq).2 hd
    · rfl
  rw [energy_eq_add_disjoint B A, h0, add_zero]
```

No condition N ≥ 3 is needed, because N−3 is a real number here. For N = 2 there are no triples and the factor −(N−3) is 1, so the formula returns the pair energy. For N = 0 or 1 both sides vanish.

Without the hypothesis the formula can fail. Take electrons 0, 1, 2, 3, let B({0,1},{2,3}) = 1, and let every other value be zero. Then e(A) = 1, while all triple and pair energies are zero. What the formula requires for a given A is that the values of B over its disjoint couples add up to zero; `Linked` secures this term by term.

The same hypothesis ends the many-body expansion at three-body terms. Subtracting from each triple the energies of its three pairs removes every pair energy N−2 times in total. Adding the pair energies once leaves the factor −(N−3). Lean obtains the count N−2 by applying the main theorem to a contribution `D` that equals e(p) for p = q and is zero otherwise.

```lean
/-- If disjoint pairs do not contribute, the energy is the sum of the pair energies and of the
three-body terms, each a triple energy minus the energies of its three pairs. -/
theorem energy_eq_two_add_three_body (B : Finset ι → Finset ι → ℝ) (hB : Linked B)
    (A : Finset ι) :
    energy B A = ∑ P ∈ A.powersetCard 2, energy B P
      + ∑ T ∈ A.powersetCard 3, (energy B T - ∑ P ∈ T.powersetCard 2, energy B P) := by
  -- apply the main theorem to the contribution that is diagonal in the pairs
  obtain ⟨D, hD⟩ : ∃ D : Finset ι → Finset ι → ℝ,
      ∀ p q, D p q = if p = q then energy B p else 0 :=
    ⟨fun p q => if p = q then energy B p else 0, fun _ _ => rfl⟩
  have hL : Linked D := by
    intro p q hp _ hd
    rw [hD, if_neg]
    intro h
    rw [← h, disjoint_self_iff_empty] at hd
    simp [hd] at hp
  have hE : ∀ T, energy D T = ∑ P ∈ T.powersetCard 2, energy B P := by
    intro T
    rw [energy]
    refine sum_congr rfl fun p hp => ?_
    simp only [hD]
    rw [sum_ite_eq, if_pos hp]
  have hP : ∑ P ∈ A.powersetCard 2, ∑ Q ∈ P.powersetCard 2, energy B Q
      = ∑ P ∈ A.powersetCard 2, energy B P := by
    refine sum_congr rfl fun P h => ?_
    have hs : P.powersetCard 2 = {P} := by
      rw [← (mem_powersetCard.1 h).2, powersetCard_self]
    rw [hs, sum_singleton]
  have main := energy_eq_triples_sub_pairs D hL A
  simp only [hE] at main
  rw [hP] at main
  rw [energy_eq_triples_sub_pairs B hB A, sum_sub_distrib]
  linear_combination (-1 : ℝ) * main
```

## Amplitudes that solve the first-order equations

Perturbation theory supplies such a B if the gaps are nonzero, the matrix elements and gaps are the same in all subsystems, and disjoint pairs reach no common excited state. Let vₖ(p) be the real matrix element of the interaction of pair p between the reference and excited state k, and let Vₖ(A) be its sum over the pairs in A. In Lean these are `v p k` and `coupling v A k`. The gap Δₖ is the energy of state k above the reference, and cₖ(A) is the first-order amplitude. The structure `FirstOrder` collects three conditions on them.

```lean
/-- The matrix element between the reference and the excited state `k` of the total pair
interaction in `A`, where `v p k` is that of the pair `p`. -/
def coupling (v : Finset ι → κ → ℝ) (A : Finset ι) (k : κ) : ℝ :=
  ∑ p ∈ A.powersetCard 2, v p k

/-- First-order perturbation theory with nonzero gaps `Δ` and amplitudes `c`, in which disjoint
pairs reach no common excited state. -/
structure FirstOrder (v : Finset ι → κ → ℝ) (Δ : κ → ℝ) (c : Finset ι → κ → ℝ) : Prop where
  gap : ∀ k, Δ k ≠ 0
  amplitude : ∀ A k, Δ k * c A k = -coupling v A k
  disjoint : ∀ p q, p.card = 2 → q.card = 2 → Disjoint p q → ∀ k, v p k * v q k = 0

/-- The second-order energy of `A`: matrix elements times first-order amplitudes, summed over
the excited states. -/
def secondOrder [Fintype κ] (v c : Finset ι → κ → ℝ) (A : Finset ι) : ℝ :=
  ∑ k, coupling v A k * c A k
```

The field `amplitude` is the first-order equation Δₖ cₖ(A) = −Vₖ(A), required in every subsystem with the same gaps. By hand it gives

cₖ(A) = −Vₖ(A)/Δₖ

e(A) = Σₖ Vₖ(A) cₖ(A) = −Σₖ Vₖ(A)²/Δₖ

Expanding the square over pairs yields the double sum with

B(p,q) = −Σₖ vₖ(p) vₖ(q)/Δₖ

In the proof below, `hc` solves for the amplitude and `sum_mul_sum` expands the square. If the amplitudes were unrelated between subsystems, they could vanish for all pairs and triples but not for four electrons, and the formula could fail.

## Nonzero gaps

The field `gap` says that no excited state is degenerate with the reference. Both the derivation and `hc` use it to divide by Δₖ, so that the amplitudes are determined. The energy formula itself would survive without it: at Δₖ = 0 the amplitude equation forces Vₖ(A) = 0 in every subsystem, and state k adds nothing. If the repulsion does couple the reference to a degenerate state, the equation has no solution and the theorem does not apply. This happens for beryllium in the expansion in 1/Z: the hydrogenic 2s and 2p orbitals have the same energy, and the repulsion couples 1s²2s² to 1s²2p².

## Disjoint pairs reach no common excited state

The field `disjoint` says that vₖ(p) vₖ(q) = 0 for every k when p and q are disjoint. An excitation of one electron, for instance, is reached only by pairs containing that electron. By hand this makes every term of B(p,q) zero; in Lean it proves `Linked` in the last lines, after which the main theorem applies.

```lean
/-- If the amplitudes solve the first-order equations with nonzero gaps and disjoint pairs reach
no common excited state, the second-order energy is fixed by those of triples and pairs. -/
theorem secondOrder_eq_triples_sub_pairs [Fintype κ] {v c : Finset ι → κ → ℝ} {Δ : κ → ℝ}
    (h : FirstOrder v Δ c) (A : Finset ι) :
    secondOrder v c A = ∑ T ∈ A.powersetCard 3, secondOrder v c T
      - ((A.card : ℝ) - 3) * ∑ P ∈ A.powersetCard 2, secondOrder v c P := by
  -- the second-order energy is a double sum over pairs
  have hE : ∀ S, secondOrder v c S
      = energy (fun p q => ∑ k, v p k * v q k * (-(Δ k)⁻¹)) S := by
    intro S
    have hk : ∀ k, coupling v S k * c S k = ∑ p ∈ S.powersetCard 2,
        ∑ q ∈ S.powersetCard 2, v p k * v q k * (-(Δ k)⁻¹) := by
      intro k
      have hc : c S k = coupling v S k * (-(Δ k)⁻¹) := by
        have h1 := h.amplitude S k
        have h2 := mul_inv_cancel₀ (h.gap k)
        linear_combination (Δ k)⁻¹ * h1 - c S k * h2
      rw [hc, ← mul_assoc, coupling, sum_mul_sum, sum_mul]
      exact sum_congr rfl fun p _ => by rw [sum_mul]
    rw [secondOrder, sum_congr rfl fun k _ => hk k, sum_comm]
    unfold energy
    exact sum_congr rfl fun p _ => sum_comm
  simp only [hE]
  refine energy_eq_triples_sub_pairs _ ?_ A
  intro p q hp hq hd
  exact sum_eq_zero fun k _ => by rw [h.disjoint p q hp hq hd k, zero_mul]
```

Without this condition the formula can fail. As a purely algebraic example, not a model of an atom, take four electrons and a single excited state with gap 1, reached with matrix element 1 by {0,1} and {2,3} and by no other pair. Then V = 2 and e(A) = −4. Each of the four triples contains exactly one of the two pairs and has energy −1, and the pair energies sum to −2. The formula gives −4 − (−2) = −2, which is wrong. What this example violates is the requirement that the products vₖ(p) vₖ(q)/Δₖ, summed over all k and all disjoint couples, give zero.

The three conditions are met by a four-electron model in which each electron has one excited state, reached by the pairs that contain it.

```lean
/-- Four electrons with one excited state each, unit gaps, and unit matrix elements from a pair
to the excited states of its own two electrons meet the first-order conditions. -/
theorem firstOrder_witness :
    FirstOrder (fun (p : Finset (Fin 4)) (k : Fin 4) => if k ∈ p then (1 : ℝ) else 0)
      (fun _ => 1)
      (fun A k => -coupling (fun p k => if k ∈ p then (1 : ℝ) else 0) A k) := by
  refine ⟨fun _ => one_ne_zero, fun _ _ => one_mul _, ?_⟩
  intro p q _ _ hd k
  by_cases hk : k ∈ p
  · simp [disjoint_left.1 hd hk]
  · simp [hk]

end

end ZExpansionSecondOrder
```

In this model each Vₖ is 3 for the full system, so e(A) = −4 · 9 = −36. A triple has energy −3 · 4 = −12 and a pair −2. The formula gives 4 · (−12) − 6 · (−2) = −36.

For electronic structure, the result means that a second-order energy for many electrons can be assembled from two- and three-electron calculations, provided that there are finitely many excited states, that the matrix elements and the nonzero gaps are the same in all subsystems, and that disjoint pairs reach no common excited state. Ordinary calculations on isolated pairs and triples do not in general meet the condition on the matrix elements, because they allow excitations into orbitals that are occupied in the full atom. For them, the step left open at the start remains to be shown.

```lean
#print axioms ZExpansionSecondOrder.energy_eq_triples_sub_pairs
#print axioms ZExpansionSecondOrder.energy_eq_two_add_three_body
#print axioms ZExpansionSecondOrder.secondOrder_eq_triples_sub_pairs
```

```
'ZExpansionSecondOrder.energy_eq_triples_sub_pairs' depends on axioms: [propext, Classical.choice, Quot.sound]
'ZExpansionSecondOrder.energy_eq_two_add_three_body' depends on axioms: [propext, Classical.choice, Quot.sound]
'ZExpansionSecondOrder.secondOrder_eq_triples_sub_pairs' depends on axioms: [propext, Classical.choice, Quot.sound]
```
